# For isotropic g, the squared effective g factors of a zero-field-split spin-3/2 doublet sum to $9g^2$

A: Take a spin 3/2 with $\hbar=1$, spin components $S_k$ ($k=x,y,z$), and zero-field Hamiltonian $H=D(S_z^2-5/4)+E(S_x^2-S_y^2)$, where $D,E$ are real and not both zero. Let $w$ be either of $\pm\sqrt{D^2+3E^2}$. Then $P=(1+H/w)/2$ is a Hermitian projection of rank two, and $\sum_k\mathrm{tr}(PS_kPS_k)=9/2$. In units of the isotropic g factor $g$, the squared effective g factors of the doublet sum to 9.

Q: Show me by hand first. Why are there just two energies?

A: Put $X=S_z^2-5/4$ and $Y=S_x^2-S_y^2$. In the order $m=3/2,1/2,-1/2,-3/2$, $X=\mathrm{diag}(1,-1,-1,1)$. $Y$ connects $3/2$ with $-1/2$ and $1/2$ with $-3/2$, each with element $\sqrt3$. Hence $X^2=1$ and $Y^2=3$, and $XY+YX=0$ because $Y$ connects states with opposite values of $X$. For $Q(u,v)=uX+vY$ this gives

$$Q(a,b)Q(u,v)+Q(u,v)Q(a,b)=2(au+3bv).$$

Since $H=Q(D,E)$, we get $H^2=w^2$. So $A=H/w$ satisfies $A^2=1$, and $P=(1+A)/2$ satisfies $P^2=P$ and $HP=wP$. As $H$ is traceless, $\mathrm{tr}\,P=2$, which is the rank.

Q: And the g factors? They need a pseudospin.

A: Let $Q_k=S_k^2-5/4$. Explicitly, $Q_x=Q(-\tfrac12,\tfrac12)$, $Q_y=Q(-\tfrac12,-\tfrac12)$ and $Q_z=Q(1,0)$. The operator $1+2Q_k$ equals 3 on the states $S_k=\pm3/2$ and $-1$ on $S_k=\pm1/2$. It is therefore invertible, and

$$S_k=-(1+2Q_k)t_k$$

defines $t_k$, with eigenvalues $-\tfrac12,\tfrac12,-\tfrac12,\tfrac12$ on $S_k=\tfrac32,\tfrac12,-\tfrac12,-\tfrac32$. Thus $t_k^2=1/4$. Multiplying the matrices gives $t_xt_y=\tfrac i2t_z$; its adjoint is $t_yt_x=-\tfrac i2t_z$, so $[t_x,t_y]=it_z$, and the cyclic relations follow using $t_k^2=1/4$. Also, $t_z$ commutes with $X$, being diagonal, and with $Y$, which connects states of equal $t_z$. The same holds for the other axes, since the operators $Q(u,v)$ are the traceless combinations of $S_x^2,S_y^2,S_z^2$. So every $t_k$ commutes with $P$.

Now let $K=Q(u,v)$ and $c=(Du+3Ev)/w$. From $AK+KA=2c$ follows $AKA=2cA-K$, and

$$PKP=\tfrac14(K+AK+KA+AKA)=\tfrac14(2c+2cA)=cP.$$

Inserting $K=Q_k$, with $c_k$ the corresponding $c$, gives $PS_kP=g_kt_kP$, where the effective g factors in units of $g$ are $g_k=-(1+2c_k)$:

$$g_x=\frac{D-3E}{w}-1,\quad g_y=\frac{D+3E}{w}-1,\quad g_z=-\frac{2D}{w}-1.$$

By cyclicity, $\mathrm{tr}(PS_kPS_k)=\mathrm{tr}\big((PS_kP)^2\big)=g_k^2\,\mathrm{tr}(t_k^2P)=g_k^2/2$. Finally, the terms linear in $1/w$ cancel in the sum of squares, leaving

$$\sum_kg_k^2=3+\frac{(D-3E)^2+(D+3E)^2+4D^2}{w^2}=3+\frac{6(D^2+3E^2)}{w^2}=9.$$

Half of this is $9/2$.

Q: Now the formal version. How do I know its spin is a spin 3/2 and its $H$ is yours?

A: The operators are complex $4\times4$ matrices, and you can compare their entries with the usual ones.

In Lean 4 with Mathlib:

```lean
import Mathlib

open Matrix Complex

namespace EffectiveGSumRule

noncomputable section

/-- Operators on the four states of a spin 3/2. -/
abbrev Op := Matrix (Fin 4) (Fin 4) ℂ

/-- The square root of three as a complex number. -/
def r3 : ℂ := ((Real.sqrt 3 : ℝ) : ℂ)

/-- The spin-3/2 matrices Sx, Sy, Sz in the basis m = 3/2, 1/2, -1/2, -3/2. -/
def spin : Fin 3 → Op
  | 0 => !![0, r3/2, 0, 0; r3/2, 0, 1, 0; 0, 1, 0, r3/2; 0, 0, r3/2, 0]
  | 1 => !![0, -(I*r3/2), 0, 0; I*r3/2, 0, -I, 0; 0, I, 0, -(I*r3/2); 0, 0, I*r3/2, 0]
  | 2 => !![3/2, 0, 0, 0; 0, 1/2, 0, 0; 0, 0, -1/2, 0; 0, 0, 0, -3/2]
```

The indices 0, 1, 2 stand for $x,y,z$, and `r3` is $\sqrt3$. The Hamiltonian is built from these matrices rather than entered as a finished result:

```lean
/-- The zero-field splitting Hamiltonian D(Sz² - 5/4) + E(Sx² - Sy²). -/
def zfs (D E : ℝ) : Op :=
  (D : ℂ) • (spin 2 * spin 2 - (5/4 : ℂ) • (1 : Op))
    + (E : ℂ) • (spin 0 * spin 0 - spin 1 * spin 1)

/-- The operator (1 + H/w)/2, for a real parameter w. -/
def doublet (D E w : ℝ) : Op := (1/2 : ℂ) • (1 + (w : ℂ)⁻¹ • zfs D E)
```

`doublet D E w` is $P$ when `w` is one of the two roots $\pm\sqrt{D^2+3E^2}$, as the final theorem assumes.

Q: Could the g factors simply have been defined so that the answer is 9?

A: The formulas are definitions, but `effective_g` proves that they are the coefficients in $PS_kP=g_kt_kP$, with `pseudo` as $t_k$. The trace sum does not mention the pseudospin at all.

```lean
/-- The pseudospin components along x, y, z. -/
def pseudo : Fin 3 → Op
  | 0 => !![0, 0, 0, -1/2; 0, 0, -1/2, 0; 0, -1/2, 0, 0; -1/2, 0, 0, 0]
  | 1 => !![0, 0, 0, -(I/2); 0, 0, I/2, 0; 0, -(I/2), 0, 0; I/2, 0, 0, 0]
  | 2 => !![-1/2, 0, 0, 0; 0, 1/2, 0, 0; 0, 0, -1/2, 0; 0, 0, 0, 1/2]

/-- Formulas that, at a doublet energy w, give the signed effective g factors along x, y, z, in
units of the isotropic g factor. -/
def gEff (D E w : ℝ) : Fin 3 → ℝ
  | 0 => (D - 3*E)/w - 1
  | 1 => (D + 3*E)/w - 1
  | 2 => -2*D/w - 1

/-- The quadrupole matrix with axial part u and rhombic part v. -/
def quad (u v : ℂ) : Op :=
  !![u, 0, r3*v, 0; 0, -u, 0, r3*v; r3*v, 0, -u, 0; 0, r3*v, 0, u]
```

`quad u v` is $Q(u,v)$. Individual signs of $g_k$ depend on the pseudospin axes: a half-turn about one axis reverses two of them. The squares are unaffected.

Q: What exactly does the final theorem, `effective_g_sum_rule`, say?

A: Its hypothesis `h` says $D\neq0$ or $E\neq0$, so that the zero-field interaction really splits the four states into two doublets. Its hypothesis `hw` allows either sign of the root, hence either doublet. The conclusion has five parts: $P^2=P$, $P$ is Hermitian, its rank is two, the traces sum to $9/2$, and the squares of `gEff` sum to 9. No restriction on $E/D$ is imposed.

Q: And what physics is missing?

A: The Zeeman term is taken as $g\mu_B\mathbf B\cdot\mathbf S$ with isotropic $g$, where $\mu_B$ is the Bohr magneton and $\mathbf B$ the field. Projecting it onto one doublet is first order in the field, so the Zeeman energy must be small compared with the splitting $2|w|$. Mixing between doublets, hyperfine coupling and an anisotropic intrinsic g tensor are absent. Within this isolated-spin, low-field model, and if $g$ is known independently, the rule gives a consistency check on three effective g values assigned to one doublet in an electron paramagnetic resonance spectrum.

Q: Then take me through the proof. Where do the matrix calculations enter?

A: First come $\sqrt3^2=3$, the identity $H=Q(D,E)$ and the anticommutator.

```lean
/-- The number `r3` squares to three. -/
theorem r3_sq : r3 * r3 = 3 := by
  unfold r3
  rw [← Complex.ofReal_mul, Real.mul_self_sqrt (by norm_num)]
  norm_num

/-- The zero-field splitting Hamiltonian is the quadrupole matrix with parts D and E. -/
theorem zfs_eq (D E : ℝ) : zfs D E = quad D E := by
  have hs := r3_sq
  have hI := Complex.I_mul_I
  ext i j
  fin_cases i <;> fin_cases j <;>
    simp [zfs, spin, quad] <;>
    first | ring1 | grind

/-- The anticommutator of two quadrupole matrices is a multiple of the identity. -/
theorem quad_anticomm (a b u v : ℂ) :
    quad a b * quad u v + quad u v * quad a b = (2*(a*u + 3*b*v)) • (1 : Op) := by
  have hs := r3_sq
  ext i j
  fin_cases i <;> fin_cases j <;>
    simp [quad] <;>
    first | ring1 | linear_combination (2*b*v)*hs
```

For the matrix identities, `fin_cases` runs through all sixteen entries, `simp` evaluates them, and algebra using the squares of $\sqrt3$ and, where needed, $i$ finishes each one.

```lean
/-- At a doublet energy w, (1 + H/w)/2 equals (1 + A)/2, where A is the quadrupole matrix with parts
D/w and E/w, and A squares to one. -/
theorem doublet_form {D E w : ℝ} (hw0 : w ≠ 0) (hw : w^2 = D^2 + 3*E^2) :
    doublet D E w = (1/2 : ℂ) • (1 + quad (D/w) (E/w)) ∧
      quad (D/w) (E/w) * quad (D/w) (E/w) = 1 := by
  have h0 : (w : ℂ) ≠ 0 := by exact_mod_cast hw0
  have h : (w : ℂ)^2 = D^2 + 3*E^2 := by exact_mod_cast hw
  constructor
  · have e : (w : ℂ)⁻¹ • quad D E = quad (D/w) (E/w) := by
      ext i j
      fin_cases i <;> fin_cases j <;> simp [quad] <;> first | ring1 | grind
    rw [doublet, zfs_eq, e]
  · have hn : 2*((D/w : ℂ)*(D/w) + 3*(E/w)*(E/w)) = 2 := by
      field_simp
      linear_combination -h
    have h1 := quad_anticomm (D/w) (E/w) (D/w) (E/w)
    rw [hn] at h1
    calc quad (D/w) (E/w) * quad (D/w) (E/w)
        = (1/2 : ℂ) • (quad (D/w) (E/w) * quad (D/w) (E/w)
            + quad (D/w) (E/w) * quad (D/w) (E/w)) := by module
      _ = 1 := by rw [h1]; module
```

This is $P=(1+A)/2$ with $A^2=1$. The second part applies the anticommutator to $A$ with itself and halves the result.

Q: Does the rank come from diagonalising $H$?

A: No, from the trace, as by hand.

```lean
/-- At a doublet energy w, (1 + H/w)/2 is a Hermitian projection with trace and rank two. -/
theorem doublet_projection {D E w : ℝ} (hw0 : w ≠ 0) (hw : w^2 = D^2 + 3*E^2) :
    doublet D E w * doublet D E w = doublet D E w ∧ (doublet D E w).IsHermitian ∧
      (doublet D E w).trace = 2 ∧ (doublet D E w).rank = 2 := by
  obtain ⟨hf, hA⟩ := doublet_form hw0 hw
  have hP : doublet D E w * doublet D E w = doublet D E w := by
    rw [hf]
    simp only [smul_mul_assoc, mul_smul_comm, add_mul, mul_add, one_mul, mul_one, hA]
    module
  have htr : (doublet D E w).trace = 2 := by
    rw [hf]
    simp [Matrix.trace, Fin.sum_univ_succ, quad, Matrix.one_apply] <;> first | ring1 | grind
  refine ⟨hP, ?_, htr, ?_⟩
  · rw [hf]
    refine Matrix.IsHermitian.ext fun i j => ?_
    fin_cases i <;> fin_cases j <;> simp [quad, r3, Matrix.one_apply]
  · -- the trace of a projection is the dimension of its range
    have hproj : LinearMap.IsProj (LinearMap.range (doublet D E w).mulVecLin)
        (doublet D E w).mulVecLin :=
      ⟨fun x => ⟨x, rfl⟩, by rintro _ ⟨y, rfl⟩; simp [Matrix.mulVec_mulVec, hP]⟩
    have ht := hproj.trace
    rw [LinearMap.trace_eq_matrix_trace ℂ (Pi.basisFun ℂ (Fin 4)),
      LinearMap.toMatrix_eq_toMatrix', ← Matrix.toLin'_apply', LinearMap.toMatrix'_toLin',
      htr] at ht
    unfold Matrix.rank
    exact_mod_cast ht.symm
```

Expanding $(1+A)^2/4$ gives idempotence. `hproj` states that $P$ acts as a projection onto its range, and `hproj.trace` equates its trace with the dimension of that range.

Q: Where is the pseudospin shown to be a genuine spin 1/2?

A: In the second of these two lemmas. The first is the factorisation $S_k=-(1+2Q_k)t_k$.

```lean
/-- Each spin component is -(1 + 2Q) times the pseudospin component along the same axis, with Q a
quadrupole matrix depending on the axis. -/
theorem spin_factor :
    spin 0 = -(pseudo 0 + (2 : ℂ) • (quad (-1/2) (1/2) * pseudo 0)) ∧
    spin 1 = -(pseudo 1 + (2 : ℂ) • (quad (-1/2) (-1/2) * pseudo 1)) ∧
    spin 2 = -(pseudo 2 + (2 : ℂ) • (quad 1 0 * pseudo 2)) := by
  refine ⟨?_, ?_, ?_⟩ <;> ext i j <;> fin_cases i <;> fin_cases j <;>
    simp [spin, pseudo, quad, Matrix.mul_apply, Fin.sum_univ_succ] <;>
    first | ring1 | grind

/-- The pseudospin obeys the spin-1/2 algebra and commutes with (1 + H/w)/2. -/
theorem pseudospin_algebra :
    (∀ k, pseudo k * pseudo k = (1/4 : ℂ) • (1 : Op)) ∧
    pseudo 0 * pseudo 1 - pseudo 1 * pseudo 0 = I • pseudo 2 ∧
    pseudo 1 * pseudo 2 - pseudo 2 * pseudo 1 = I • pseudo 0 ∧
    pseudo 2 * pseudo 0 - pseudo 0 * pseudo 2 = I • pseudo 1 ∧
    ∀ k D E w, pseudo k * doublet D E w = doublet D E w * pseudo k := by
  have hI := Complex.I_mul_I
  have hq : ∀ k u v, pseudo k * quad u v = quad u v * pseudo k := by
    intro k u v
    fin_cases k <;> ext i j <;> fin_cases i <;> fin_cases j <;>
      simp [pseudo, quad, Matrix.mul_apply, Fin.sum_univ_succ] <;> first | ring1 | grind
  refine ⟨fun k => ?_, ?_, ?_, ?_, fun k D E w => ?_⟩
  · fin_cases k <;> ext i j <;> fin_cases i <;> fin_cases j <;>
      simp [pseudo, Matrix.mul_apply, Fin.sum_univ_succ, Matrix.one_apply] <;>
      first | ring1 | grind
  iterate 3
    · ext i j
      fin_cases i <;> fin_cases j <;>
        simp [pseudo, Matrix.mul_apply, Fin.sum_univ_succ] <;> first | ring1 | grind
  · simp only [doublet, zfs_eq, mul_smul_comm, smul_mul_assoc, mul_add, add_mul, one_mul,
      mul_one, hq]
```

The squares, the three commutators and the commutation with $P$ are all proved on the four-dimensional space. Because $t_k$ commutes with $P$, it restricts to the two-dimensional doublet and obeys the same relations there.

Q: So the next step is the compression?

A: Yes.

```lean
/-- Projected onto a doublet, each spin component is its effective g factor times the
pseudospin component along the same axis. -/
theorem effective_g {D E w : ℝ} (hw0 : w ≠ 0) (hw : w^2 = D^2 + 3*E^2) (k : Fin 3) :
    doublet D E w * spin k * doublet D E w
      = (gEff D E w k : ℂ) • (pseudo k * doublet D E w) := by
  obtain ⟨hf, hA⟩ := doublet_form hw0 hw
  have hP := (doublet_projection hw0 hw).1
  have hc := pseudospin_algebra.2.2.2.2
  -- a quadrupole operator acts as a number inside the doublet
  have hK : ∀ u v : ℂ, doublet D E w * quad u v * doublet D E w
      = (D/w*u + 3*(E/w)*v) • doublet D E w := by
    intro u v
    have h := quad_anticomm (D/w) (E/w) u v
    rw [hf]
    generalize quad (D/w) (E/w) = A at h hA ⊢
    generalize quad u v = K at h ⊢
    have hAKA : A * K * A = (2*(D/w*u + 3*(E/w)*v) : ℂ) • A - K := by
      rw [eq_sub_of_add_eq h, sub_mul, smul_mul_assoc, one_mul, mul_assoc K A A, hA, mul_one]
    calc _ = (1/4 : ℂ) • (K + (A * K + K * A) + A * K * A) := by
          simp only [smul_mul_assoc, mul_smul_comm, add_mul, mul_add, one_mul, mul_one]
          module
      _ = _ := by rw [h, hAKA]; module
  have key : ∀ (P S t K : Op) (c : ℂ), P * P = P → P * K * P = c • P → t * P = P * t →
      S = -(t + (2 : ℂ) • (K * t)) → P * S * P = (-(1 + 2*c)) • (t * P) := by
    intro P S t K c hP hK ht hS
    calc P * S * P = -(P * (t * P) + (2 : ℂ) • (P * K * (t * P))) := by
          rw [hS]
          simp only [mul_neg, neg_mul, mul_add, add_mul, mul_smul_comm, smul_mul_assoc,
            mul_assoc]
      _ = -(P * P * t + (2 : ℂ) • (P * K * P * t)) := by rw [ht]; simp only [mul_assoc]
      _ = _ := by rw [hP, hK, ht, smul_mul_assoc]; module
  obtain ⟨hx, hy, hz⟩ := spin_factor
  match k with
  | 0 =>
    rw [key _ _ _ _ _ hP (hK _ _) (hc 0 D E w) hx]
    congr 1; simp only [gEff]; push_cast; ring
  | 1 =>
    rw [key _ _ _ _ _ hP (hK _ _) (hc 1 D E w) hy]
    congr 1; simp only [gEff]; push_cast; ring
  | 2 =>
    rw [key _ _ _ _ _ hP (hK _ _) (hc 2 D E w) hz]
    congr 1; simp only [gEff]; push_cast; ring
```

Inside the proof, `hK` is $PKP=cP$, with `hAKA` supplying $AKA=2cA-K$. The auxiliary statement `key` inserts the factorisation of $S_k$ and moves $t_k$ past $P$. The three cases at the end match $-(1+2c_k)$ with the formulas in `gEff`.

```lean
/-- The trace of P S_k P S_k over a doublet is half the squared effective g factor. -/
theorem trace_eq_g_sq {D E w : ℝ} (hw0 : w ≠ 0) (hw : w^2 = D^2 + 3*E^2) (k : Fin 3) :
    (doublet D E w * spin k * doublet D E w * spin k).trace
      = (gEff D E w k : ℂ)^2 / 2 := by
  obtain ⟨hP, -, htr, -⟩ := doublet_projection hw0 hw
  have hg := effective_g hw0 hw k
  have ht := pseudospin_algebra.2.2.2.2 k D E w
  have htt := pseudospin_algebra.1 k
  generalize doublet D E w = P at *
  generalize spin k = S at *
  generalize pseudo k = t at *
  have e1 : P * S * P * (P * S * P) = P * S * P * S * P := by
    rw [← mul_assoc, ← mul_assoc, mul_assoc (P * S) P P, hP]
  have e2 : P * (P * S * P * S) = P * S * P * S := by simp only [← mul_assoc, hP]
  have e3 : t * P * (t * P) = (1/4 : ℂ) • P := by
    calc t * P * (t * P) = t * (P * t) * P := by simp only [mul_assoc]
      _ = t * t * (P * P) := by rw [← ht]; simp only [mul_assoc]
      _ = _ := by rw [htt, hP, smul_mul_assoc, one_mul]
  -- cyclicity of the trace turns the product into the square of P S P
  rw [← e2, Matrix.trace_mul_comm, ← e1, hg, smul_mul_assoc, mul_smul_comm, e3]
  simp only [Matrix.trace_smul, htr, smul_eq_mul]
  ring
```

Here `e2` inserts an extra $P$, `Matrix.trace_mul_comm` moves it round the trace, and `e1` recognises the square of $PS_kP$. Then `e3` gives $(t_kP)^2=P/4$, and the trace of $P$ supplies the factor 2.

Q: And the sum?

A: The last proof first derives $w^2=D^2+3E^2$ and $w\neq0$ from the hypotheses. In `hg`, `field_simp` clears the denominators and `linear_combination -6*hsq` uses the relation for $w^2$, with the same factor 6 as in the hand calculation. Dividing by 2 gives the trace sum.

```lean
/-- Effective g sum rule: for D, E not both zero and either sign of w, (1 + H/w)/2 is a
Hermitian projection of rank two, the traces of P S_k P S_k add up to 9/2, and the squared
effective g factors add up to 9 in units of the squared isotropic g factor. -/
theorem effective_g_sum_rule {D E w : ℝ} (h : D ≠ 0 ∨ E ≠ 0)
    (hw : w = Real.sqrt (D^2 + 3*E^2) ∨ w = -Real.sqrt (D^2 + 3*E^2)) :
    doublet D E w * doublet D E w = doublet D E w ∧ (doublet D E w).IsHermitian ∧
      (doublet D E w).rank = 2 ∧
      ∑ k, (doublet D E w * spin k * doublet D E w * spin k).trace = 9/2 ∧
      ∑ k, gEff D E w k ^ 2 = 9 := by
  have hpos : 0 < D^2 + 3*E^2 := by rcases h with h | h <;> positivity
  have hsq : w^2 = D^2 + 3*E^2 := by
    rcases hw with rfl | rfl
    · exact Real.sq_sqrt hpos.le
    · rw [neg_sq]; exact Real.sq_sqrt hpos.le
  have hw0 : w ≠ 0 := by
    intro h0
    rw [h0] at hsq
    linarith
  obtain ⟨hP, hH, -, hr⟩ := doublet_projection hw0 hsq
  have hg : ∑ k, gEff D E w k ^ 2 = 9 := by
    simp only [Fin.sum_univ_three, gEff]
    field_simp
    linear_combination -6*hsq
  refine ⟨hP, hH, hr, ?_, hg⟩
  have hgc : ∑ k, (gEff D E w k : ℂ)^2 = 9 := by exact_mod_cast hg
  simp only [trace_eq_g_sq hw0 hsq]
  rw [← Finset.sum_div, hgc]

end

end EffectiveGSumRule
```

```lean
#print axioms EffectiveGSumRule.effective_g_sum_rule
-- 'EffectiveGSumRule.effective_g_sum_rule' depends on axioms: [propext, Classical.choice, Quot.sound]
```

Q: One last doubt: where does it say that $P$ selects the states of energy $w$?

A: That is the relation $HP=wP$ from the start, which the file does not state as a theorem; it follows in one line from the two parts of `doublet_form`, since $A(1+A)/2=(A+1)/2$. For a familiar case take $E=0$, $D>0$. With $w=-D$ the doublet is $m=\pm1/2$ and $(|g_x|,|g_y|,|g_z|)=(2,2,1)$; with $w=D$ it is $m=\pm3/2$ and the values are $(0,0,3)$, all in units of $g$.
